# Finite-range force constants folded into a supercell give the exact Fourier sum at commensurate wave vectors

## Question

In a finite-displacement phonon calculation I displace an atom in a periodic supercell, read off the forces, and Fourier-sum the resulting force constants over that one supercell to get the dynamical matrix at $q$. The supercell constants are not the true ones, because each contains the contributions of all periodic images. Still, the sum is said to be exact when $q$ is commensurate with the supercell, even if the interaction reaches beyond the cell boundary. Can this be stated rigorously, for non-diagonal supercells too, and proved in a form that a machine has checked? And is commensurability really needed?

## Answer

Yes, for force constants of finite range. Commensurability is needed in this sense: if the supercell sum is exact at $q$ for every finite-range scalar $\Phi$, then $q$ is commensurate. A particular $\Phi$ may still give the right sum at other wave vectors.

### Regrouping the Fourier sum by supercell images

Label the primitive cells by $x\in\mathbb Z^n$. Let $\Phi(x)$ be the force constant that links a displacement in cell $x$ to the force in cell $0$, nonzero for finitely many $x$ only. With $q$ in reduced coordinates, the full Fourier sum is

$$F(q)=\sum_{z\in\mathbb Z^n}e^{2\pi i\,q\cdot z}\,\Phi(z).$$

The supercell is given by an integer matrix $M$ with $\det M\neq0$, whose columns are the supercell vectors. Displacing an atom in cell $x$ also displaces its images in the cells $x+My$, $y\in\mathbb Z^n$, so in the harmonic approximation the calculation yields the folded constant

$$\Phi_M(x)=\sum_{y\in\mathbb Z^n}\Phi(x+My).$$

Let $S$ be a finite set with exactly one point of each class of $\mathbb Z^n$ modulo $M\mathbb Z^n$.

The phase of a supercell translation follows from

$$q\cdot(My)=(M^{T}q)\cdot y .$$

If $M^Tq$ is an integer vector, this number is an integer and $e^{2\pi i\,q\cdot My}=1$ for all $y$. Conversely, if the phase is $1$ for all $y$, taking $y$ to be the $j$-th unit vector gives $e^{2\pi i(M^Tq)_j}=1$, so each component of $M^Tq$ is an integer.

Every $z\in\mathbb Z^n$ can be written as $z=x+My$ with $x\in S$. The point $x$ is unique by the choice of $S$, and $y$ is unique because $M$ is injective. For commensurate $q$, therefore,

$$F(q)=\sum_{x\in S}\sum_{y}e^{2\pi i\,q\cdot x}\,e^{2\pi i\,q\cdot My}\,\Phi(x+My)=\sum_{x\in S}e^{2\pi i\,q\cdot x}\,\Phi_M(x).$$

For the converse, suppose that the first and last expressions agree for every scalar $\Phi$. Let $x_0\in S$ represent the class of $0$, and put a single unit force constant at $x_0+My$. It folds onto $x_0$, so the supercell sum is $e^{2\pi i\,q\cdot x_0}$, while the full sum is $e^{2\pi i\,q\cdot x_0}e^{2\pi i\,q\cdot My}$. Cancelling the nonzero common factor gives $e^{2\pi i\,q\cdot My}=1$. Since $y$ was arbitrary, $M^Tq$ is integral.

The single constant is a mathematical test case, not a physical set of force constants. With one degree of freedom per cell, physical constants satisfy $\Phi(-x)=\Phi(x)$ and, by translational invariance, sum to zero. The converse survives these restrictions, although the Lean file does not prove this version: for $My\neq0$, put $2$ at $0$ and $-1$ at each of $\pm My$. All three fold onto $x_0$ and cancel, so the supercell sum is zero, while the full sum is $2-2\cos(2\pi\,q\cdot My)$. Equality again gives $e^{2\pi i\,q\cdot My}=1$.

Now let $q$ be commensurate again. If the $\Phi(x)$ are matrices and $\varepsilon$ is a polarization vector (`e` in the Lean file), applying both sides of $\sum_{x\in S}e^{2\pi i\,q\cdot x}\,\Phi_M(x)=F(q)$ to $\varepsilon$ gives

$$\sum_{x\in S}\Phi_M(x)\,\bigl(e^{2\pi i\,q\cdot x}\varepsilon\bigr)=F(q)\,\varepsilon .$$

A small example is the two-site cell of the square lattice with supercell vectors $(1,-1)$ and $(1,1)$, and $q=(1/2,1/2)$. Here $M^Tq=(0,1)$, and with $S=\{(0,0),(1,0)\}$ the result reads $F(q)=\Phi_M(0,0)-\Phi_M(1,0)$: the constants at sites with even coordinate sum minus those at sites with odd coordinate sum.

### The Lean file

```lean
import Mathlib

open Matrix

namespace SupercellForceConstants

noncomputable section

variable {ι : Type*} [Fintype ι] [DecidableEq ι]
variable {V : Type*} [AddCommGroup V] [Module ℂ V]

/-- The Bloch phase `exp (2 π i q·x)` at the lattice point `x`, with `q` in reduced coordinates. -/
def phase (q : ι → ℝ) (x : ι → ℤ) : ℂ :=
  Complex.exp (2 * Real.pi * Complex.I * ((∑ i, q i * (x i : ℝ) : ℝ) : ℂ))

/-- The full Fourier sum of the force constants `Φ` at the wave vector `q`. -/
def fourierSum (Φ : (ι → ℤ) →₀ V) (q : ι → ℝ) : V :=
  Φ.sum fun x v => phase q x • v

/-- The supercell force constant at `x`: the sum of `Φ` over all supercell images of `x`. -/
def fold (M : Matrix ι ι ℤ) (Φ : (ι → ℤ) →₀ V) (x : ι → ℤ) : V :=
  ∑ᶠ y : ι → ℤ, Φ (x + M *ᵥ y)

/-- The finite set `S` contains exactly one lattice point of each class modulo the supercell
lattice. -/
def IsCell (M : Matrix ι ι ℤ) (S : Finset (ι → ℤ)) : Prop :=
  ∀ z : ι → ℤ, ∃! x, x ∈ S ∧ ∃ y : ι → ℤ, z = x + M *ᵥ y

/-- The wave vector `q` is commensurate with the supercell: `Mᵀ q` is an integer vector. -/
def Commensurate (M : Matrix ι ι ℤ) (q : ι → ℝ) : Prop :=
  ∃ k : ι → ℤ, ∀ j, ∑ i, (M i j : ℝ) * q i = (k j : ℝ)

omit [DecidableEq ι] in
/-- Bloch phases multiply when lattice translations are added. -/
theorem phase_add (q : ι → ℝ) (x y : ι → ℤ) :
    phase q (x + y) = phase q x * phase q y := by
  have h : ∑ i, q i * (((x + y) i : ℤ) : ℝ)
      = ∑ i, q i * (x i : ℝ) + ∑ i, q i * (y i : ℝ) := by
    rw [← Finset.sum_add_distrib]
    refine Finset.sum_congr rfl fun i _ => ?_
    rw [Pi.add_apply, Int.cast_add, mul_add]
  rw [phase, h, Complex.ofReal_add, mul_add, Complex.exp_add]
  rfl

/-- The Bloch phase is one on every supercell translation exactly when the wave vector is
commensurate with the supercell. -/
theorem phase_eq_one_iff (M : Matrix ι ι ℤ) (q : ι → ℝ) :
    (∀ y : ι → ℤ, phase q (M *ᵥ y) = 1) ↔ Commensurate M q := by
  -- move the supercell matrix from the translation to the wave vector
  have dot : ∀ y : ι → ℤ, ∑ i, q i * (((M *ᵥ y) i : ℤ) : ℝ)
      = ∑ j, (∑ i, (M i j : ℝ) * q i) * (y j : ℝ) := by
    intro y
    simp only [Matrix.mulVec, dotProduct, Int.cast_sum, Int.cast_mul, Finset.mul_sum,
      Finset.sum_mul]
    rw [Finset.sum_comm]
    exact Finset.sum_congr rfl fun j _ => Finset.sum_congr rfl fun i _ => by ring
  constructor
  · intro h
    have hj : ∀ j, ∃ m : ℤ, ∑ i, (M i j : ℝ) * q i = (m : ℝ) := by
      intro j
      -- test on the supercell basis vector number `j`
      have h1 := h (Pi.single j 1)
      have h2 : ∑ l, (∑ i, (M i l : ℝ) * q i) * (((Pi.single j 1 : ι → ℤ) l : ℤ) : ℝ)
          = ∑ i, (M i j : ℝ) * q i := by
        rw [Finset.sum_eq_single j]
        · simp
        · intro b _ hb
          simp [hb]
        · simp
      rw [phase, dot, h2, Complex.exp_eq_one_iff] at h1
      obtain ⟨m, hm⟩ := h1
      refine ⟨m, Complex.ofReal_injective ?_⟩
      apply mul_left_cancel₀ Complex.two_pi_I_ne_zero
      rw [hm, Complex.ofReal_intCast]
      ring
    choose k hk using hj
    exact ⟨k, hk⟩
  · rintro ⟨k, hk⟩ y
    rw [phase, dot, Complex.exp_eq_one_iff]
    refine ⟨∑ j, k j * y j, ?_⟩
    simp only [hk]
    push_cast
    ring

/-- Distinct integer vectors give distinct translations of a nonsingular supercell. -/
theorem translation_injective {M : Matrix ι ι ℤ} (hM : M.det ≠ 0) (x : ι → ℤ) :
    Function.Injective fun y : ι → ℤ => x + M *ᵥ y := by
  intro y z h
  have h' : M *ᵥ y = M *ᵥ z := add_left_cancel h
  refine sub_eq_zero.mp (Matrix.eq_zero_of_mulVec_eq_zero hM ?_)
  rw [Matrix.mulVec_sub, h', sub_self]

omit [Module ℂ V] in
/-- Folding into a nonsingular supercell is additive in the force constants. -/
theorem fold_add {M : Matrix ι ι ℤ} (hM : M.det ≠ 0) (Φ Ψ : (ι → ℤ) →₀ V) (x : ι → ℤ) :
    fold M (Φ + Ψ) x = fold M Φ x + fold M Ψ x := by
  -- only finitely many images of `x` carry a force constant
  have fin : ∀ Θ : (ι → ℤ) →₀ V,
      (Function.support fun y : ι → ℤ => Θ (x + M *ᵥ y)).Finite := fun Θ =>
    (Θ.support.finite_toSet.preimage (translation_injective hM x).injOn).subset
      fun y hy => by simpa using hy
  exact finsum_add_distrib (fin Φ) (fin Ψ)

omit [DecidableEq ι] in
/-- A single force constant `v` at `z` has the Fourier sum `exp (2 π i q·z) v`. -/
theorem fourierSum_single (q : ι → ℝ) (z : ι → ℤ) (v : V) :
    fourierSum (Finsupp.single z v) q = phase q z • v := by
  unfold fourierSum
  exact Finsupp.sum_single_index (by simp)

/-- A single force constant `v` at `x + M y`, with `x` in the cell, contributes
`exp (2 π i q·x) v` to the supercell Fourier sum. -/
theorem supercell_sum_single {M : Matrix ι ι ℤ} (hM : M.det ≠ 0) {S : Finset (ι → ℤ)}
    (hS : IsCell M S) (q : ι → ℝ) {x : ι → ℤ} (hx : x ∈ S) (y : ι → ℤ) (v : V) :
    ∑ w ∈ S, phase q w • fold M (Finsupp.single (x + M *ᵥ y) v) w = phase q x • v := by
  rw [Finset.sum_eq_single x]
  · congr 1
    rw [fold, finsum_eq_single _ y]
    · simp
    · intro z hz
      rw [Finsupp.single_apply, if_neg]
      exact fun h => hz (translation_injective hM x h).symm
  · -- no other representative has an image at `x + M y`
    intro w hw hne
    have h0 : fold M (Finsupp.single (x + M *ᵥ y) v) w = 0 := by
      refine finsum_eq_zero_of_forall_eq_zero fun z => ?_
      rw [Finsupp.single_apply, if_neg]
      exact fun h => hne ((hS (x + M *ᵥ y)).unique ⟨hw, z, h⟩ ⟨hx, y, rfl⟩)
    rw [h0, smul_zero]
  · exact fun h => absurd hx h

/-- At a commensurate wave vector, the Fourier sum of the supercell force constants over one
cell equals the full Fourier sum of the force constants. -/
theorem supercell_sum_eq_fourierSum {M : Matrix ι ι ℤ} (hM : M.det ≠ 0)
    {S : Finset (ι → ℤ)} (hS : IsCell M S) {q : ι → ℝ} (hq : Commensurate M q)
    (Φ : (ι → ℤ) →₀ V) :
    ∑ x ∈ S, phase q x • fold M Φ x = fourierSum Φ q := by
  -- both sides are additive, so one force constant at a time suffices
  refine Finsupp.induction_linear Φ ?_ ?_ ?_
  · simp [fourierSum, fold]
  · intro f g hf hg
    have hadd : fourierSum (f + g) q = fourierSum f q + fourierSum g q :=
      Finsupp.sum_add_index' (fun _ => smul_zero _) (fun _ _ _ => smul_add _ _ _)
    rw [hadd, ← hf, ← hg, ← Finset.sum_add_distrib]
    exact Finset.sum_congr rfl fun x _ => by rw [fold_add hM, smul_add]
  · intro z v
    obtain ⟨x, ⟨hx, y, rfl⟩, _⟩ := hS z
    rw [supercell_sum_single hM hS q hx, fourierSum_single, phase_add,
      (phase_eq_one_iff M q).2 hq y, mul_one]

/-- The supercell Fourier sum is exact for all finitely supported scalar force constants if and
only if the wave vector is commensurate with the supercell. -/
theorem exact_iff_commensurate {M : Matrix ι ι ℤ} (hM : M.det ≠ 0)
    {S : Finset (ι → ℤ)} (hS : IsCell M S) (q : ι → ℝ) :
    (∀ Φ : (ι → ℤ) →₀ ℂ, ∑ x ∈ S, phase q x • fold M Φ x = fourierSum Φ q)
      ↔ Commensurate M q := by
  refine ⟨fun h => (phase_eq_one_iff M q).1 fun y => ?_,
    fun hq Φ => supercell_sum_eq_fourierSum hM hS hq Φ⟩
  -- test on a unit force constant displaced by one supercell translation
  obtain ⟨x, ⟨hx, _⟩, _⟩ := hS 0
  have h1 := h (Finsupp.single (x + M *ᵥ y) 1)
  rw [supercell_sum_single hM hS q hx, fourierSum_single, phase_add, smul_eq_mul, smul_eq_mul,
    mul_one, mul_one] at h1
  have hne : phase q x ≠ 0 := Complex.exp_ne_zero _
  exact mul_left_cancel₀ hne (by rw [← h1, mul_one])

/-- For matrix force constants, the supercell constants applied to a commensurate plane wave of
polarization `e` give the full Fourier-summed force-constant matrix applied to `e`. -/
theorem supercell_plane_wave {κ : Type*} [Fintype κ] {M : Matrix ι ι ℤ} (hM : M.det ≠ 0)
    {S : Finset (ι → ℤ)} (hS : IsCell M S) {q : ι → ℝ} (hq : Commensurate M q)
    (Φ : (ι → ℤ) →₀ Matrix κ κ ℂ) (e : κ → ℂ) :
    ∑ x ∈ S, fold M Φ x *ᵥ (phase q x • e) = fourierSum Φ q *ᵥ e := by
  rw [← supercell_sum_eq_fourierSum hM hS hq Φ]
  let g : Matrix κ κ ℂ →+ (κ → ℂ) :=
    AddMonoidHom.mk' (fun A => A *ᵥ e) fun A B => Matrix.add_mulVec A B e
  refine Eq.trans ?_ (map_sum g _ S).symm
  refine Finset.sum_congr rfl fun x _ => ?_
  change _ = (phase q x • fold M Φ x) *ᵥ e
  rw [Matrix.mulVec_smul, Matrix.smul_mulVec]

/-- A non-diagonal supercell of the square lattice, with supercell vectors `(1, -1)` and
`(1, 1)`. -/
def diagonalCell : Matrix (Fin 2) (Fin 2) ℤ := !![1, 1; -1, 1]

/-- The non-diagonal square-lattice supercell is nonsingular, has the representatives `(0, 0)`
and `(1, 0)`, and is commensurate with `q = (1/2, 1/2)`. -/
theorem supercell_witness :
    diagonalCell.det ≠ 0 ∧ IsCell diagonalCell {![0, 0], ![1, 0]} ∧
      Commensurate diagonalCell ![1 / 2, 1 / 2] := by
  refine ⟨by simp [diagonalCell, Matrix.det_fin_two], ?_, ![0, 1], ?_⟩
  · intro z
    have key : ∀ x y : Fin 2 → ℤ, z = x + diagonalCell *ᵥ y ↔
        z 0 = x 0 + (y 0 + y 1) ∧ z 1 = x 1 + (-y 0 + y 1) := by
      intro x y
      rw [funext_iff, Fin.forall_fin_two]
      simp [diagonalCell, dotProduct, Fin.sum_univ_two]
    -- the parity of `z 0 + z 1` selects the representative
    rcases Int.even_or_odd' (z 0 + z 1) with ⟨k, h | h⟩
    · refine ⟨![0, 0], ⟨by simp, ![z 0 - k, k], (key _ _).2 ⟨?_, ?_⟩⟩, ?_⟩
      · change z 0 = 0 + (z 0 - k + k)
        omega
      · change z 1 = 0 + (-(z 0 - k) + k)
        omega
      · rintro x ⟨hx, y, hy⟩
        obtain ⟨h0, h1⟩ := (key _ _).1 hy
        simp only [Finset.mem_insert, Finset.mem_singleton] at hx
        rcases hx with rfl | rfl
        · rfl
        · change z 0 = 1 + (y 0 + y 1) at h0
          change z 1 = 0 + (-y 0 + y 1) at h1
          omega
    · refine ⟨![1, 0], ⟨by simp, ![z 0 - 1 - k, k], (key _ _).2 ⟨?_, ?_⟩⟩, ?_⟩
      · change z 0 = 1 + (z 0 - 1 - k + k)
        omega
      · change z 1 = 0 + (-(z 0 - 1 - k) + k)
        omega
      · rintro x ⟨hx, y, hy⟩
        obtain ⟨h0, h1⟩ := (key _ _).1 hy
        simp only [Finset.mem_insert, Finset.mem_singleton] at hx
        rcases hx with rfl | rfl
        · change z 0 = 0 + (y 0 + y 1) at h0
          change z 1 = 0 + (-y 0 + y 1) at h1
          omega
        · rfl
  · intro j
    fin_cases j <;> norm_num [diagonalCell, Fin.sum_univ_two]

end

end SupercellForceConstants
```

```lean
#print axioms SupercellForceConstants.exact_iff_commensurate
-- 'SupercellForceConstants.exact_iff_commensurate' depends on axioms: [propext, Classical.choice, Quot.sound]
#print axioms SupercellForceConstants.supercell_plane_wave
-- 'SupercellForceConstants.supercell_plane_wave' depends on axioms: [propext, Classical.choice, Quot.sound]
```

### What the definitions and theorems say

The finite type `ι` indexes the lattice directions, so `ι → ℤ` is $\mathbb Z^n$ for any $n$. The type `(ι → ℤ) →₀ V` consists of the finitely supported functions into a complex vector space `V`. Taking `V` to be `ℂ` gives scalar force constants; taking it to be `Matrix κ κ ℂ` gives matrices, with `κ` running over the atoms and Cartesian directions of the primitive cell.

`phase`, `fourierSum` and `fold` are $e^{2\pi i\,q\cdot x}$, $F(q)$ and $\Phi_M(x)$. The phase has a plus sign and uses the position of the cell, not that of the atom within it. Masses do not appear; constant mass factors can be absorbed into $\Phi$. The sum `∑ᶠ` in `fold` returns zero if infinitely many terms are nonzero, which `M.det ≠ 0` rules out here.

`IsCell M S` says that each lattice point has exactly one representative in `S`, and `Commensurate M q` says that $M^Tq$ is an integer vector. The main results are:

- `supercell_sum_eq_fourierSum`: for nonsingular `M`, a cell `S` and commensurate `q`, the supercell sum equals the full Fourier sum for every `Φ`.
- `exact_iff_commensurate`: at a given `q`, the equality holds for all scalar `Φ` if and only if `q` is commensurate.
- `supercell_plane_wave`: the matrix version, acting on a plane wave with polarization `e`.
- `supercell_witness`: the two-site cell above satisfies all the hypotheses.

For phonon calculations this means that, in a harmonic model with finite-range force constants, the dynamical matrix at a commensurate wave vector carries no error from the finite size of the supercell.

The finite range is assumed. Dipole–dipole interactions in polar crystals, which decay only algebraically, do not satisfy it. That a supercell calculation delivers $\Phi_M$ is the harmonic reading of the definition `fold`, not a theorem. The existence of a set `S` is a hypothesis, verified in the file only for the two-site cell. Interpolation to incommensurate wave vectors is not treated.

### How the proof follows the derivation

`phase_add` is the multiplication rule for phases. `phase_eq_one_iff` is the criterion for supercell translations: its inner statement `dot` is the identity $q\cdot(My)=(M^Tq)\cdot y$, and `Pi.single j 1` is the $j$-th unit vector. `Complex.exp_eq_one_iff` says that the phase is one exactly when the exponent is an integer multiple of $2\pi i$.

The derivation regroups a double sum. The Lean proof reaches the same result by linearity, treating one force constant at a time:

1. `translation_injective` shows that different $y$ give different points $x+My$. `fold_add` uses this to see that only finitely many images of $x$ contribute, so the folded sums can be added term by term.
2. `fourierSum_single` evaluates the full sum for a single constant $v$ at $z$ as $e^{2\pi i\,q\cdot z}v$.
3. `supercell_sum_single` evaluates the supercell sum for a single constant $v$ at $x+My$ as $e^{2\pi i\,q\cdot x}v$. Injectivity leaves one term in the fold at $x$, and uniqueness of representatives makes the fold vanish at every other point of $S$.

In the main theorem, `Finsupp.induction_linear` reduces the claim to $\Phi=0$, to sums, and to single force constants. In the last case `hS z` supplies the decomposition $z=x+My$, and the two evaluations differ only by the phase of $My$, which is one.

The new direction of `exact_iff_commensurate` inserts the unit constant at $x_0+My$ and cancels the phase of $x_0$ with `mul_left_cancel₀`. `supercell_plane_wave` applies the main theorem and moves the action on `e` through the finite sum. In `supercell_witness`, the parity of `z 0 + z 1` decides which representative a lattice point has, and `omega` settles the integer arithmetic.
